# Linear extrapolation never underestimates the conductivity loss when positive semidefinite scattering is added to a positive definite phonon collision matrix

Added scattering enters here as a fixed matrix $P$ multiplied by a strength $s\ge 0$, so that the collision matrix is $O+sP$. The phonon frequencies, the temperature and the heat-current vector $b$ stay the same while $s$ changes. For isotopes, $s$ can be the mass variance divided by a reference value; for four-phonon processes, it is a switch that runs from $0$ to the full strength $1$.

The linearised Boltzmann equation is then $(O+sP)\,x_s=b$, where $x_s$ is the phonon response. One diagonal component of the thermal conductivity, without its constant positive prefactor, is
$$k_b(s)=b\cdot(O+sP)^{-1}b .$$

## Finitely many modes and two collision matrices

The finite type `n` labels the components of the phonon response, and `O` and `P` are real matrices over it. The theorems assume `O.PosDef` and `P.PosSemidef`, and for real matrices both include symmetry. The Boltzmann equation therefore has to be written in its symmetrised form.

Positive definiteness of $O$ says that every deviation from equilibrium relaxes. Energy conservation gives the full collision operator a zero mode. Therefore $O$ and $P$ stand for restrictions to a subspace that contains no conserved quantity and that both operators map into itself, and `n` labels an orthonormal basis of that subspace. With time-reversal symmetry and Umklapp scattering, the deviations odd under $\mathbf q\to-\mathbf q$ can serve, and $b$ lies among them. Semidefiniteness of $P$ says that the added processes never drive a deviation away from equilibrium, though they may leave some deviations untouched.

```lean
import Mathlib

open Matrix Set Filter Topology

namespace PhononAddedScattering

noncomputable section

variable {n : Type*} [Fintype n] [DecidableEq n] {O P : Matrix n n ℝ}
```

The collision matrix at strength $s$ is $O+sP$.

```lean
/-- The collision matrix `O + s P`: scattering `P` is added with strength `s` to `O`. -/
def scattering (O P : Matrix n n ℝ) (s : ℝ) : Matrix n n ℝ := O + s • P
```

The response is $x_s=(O+sP)^{-1}b$.

```lean
/-- The phonon response `(O + s P)⁻¹ b` to the heat-current vector `b`, for an invertible
collision matrix. -/
def response (O P : Matrix n n ℝ) (b : n → ℝ) (s : ℝ) : n → ℝ :=
  (scattering O P s)⁻¹ *ᵥ b
```

The conductivity is the overlap $k_b(s)=b\cdot x_s$. The vector $b$ is an argument of the Lean function, which lets other vectors take its place later.

```lean
/-- The thermal conductivity `b · (O + s P)⁻¹ b`, without its constant prefactor, for an
invertible collision matrix. -/
def conductivity (O P : Matrix n n ℝ) (b : n → ℝ) (s : ℝ) : ℝ :=
  b ⬝ᵥ response O P b s
```

## The response solves the Boltzmann equation

For $v\neq0$ and $s\ge0$,
$$v\cdot(O+sP)v=v\cdot Ov+s\,v\cdot Pv>0 ,$$
because the first term is positive and the second is nonnegative.

```lean
omit [Fintype n] [DecidableEq n] in
/-- Adding positive semidefinite scattering with strength `s ≥ 0` to a positive definite
collision matrix leaves it positive definite. -/
theorem scattering_posDef (hO : O.PosDef) (hP : P.PosSemidef) {s : ℝ} (hs : 0 ≤ s) :
    (scattering O P s).PosDef :=
  hO.add_posSemidef (hP.smul hs)
```

A positive definite matrix has a positive determinant, so it is invertible and $(O+sP)x_s=b$. This matters because Lean's matrix inverse is defined as zero for a singular matrix; for $s\ge0$ that case never arises.

```lean
/-- For positive definite `O`, positive semidefinite `P` and `s ≥ 0`, the response solves the
linearised Boltzmann equation `(O + s P) x = b`. -/
theorem boltzmann_equation (hO : O.PosDef) (hP : P.PosSemidef) (b : n → ℝ) {s : ℝ}
    (hs : 0 ≤ s) : scattering O P s *ᵥ response O P b s = b := by
  have hdet : IsUnit (scattering O P s).det :=
    isUnit_iff_ne_zero.mpr (scattering_posDef hO hP hs).det_pos.ne'
  rw [response, Matrix.mulVec_mulVec, Matrix.mul_nonsing_inv _ hdet, Matrix.one_mulVec]
```

## A nonzero source gives a positive conductivity

If $b\ne0$, then $x_s\neq 0$, since otherwise the Boltzmann equation would give $b=0$. Inserting the equation into the conductivity yields
$$k_b(s)=b\cdot x_s=x_s\cdot(O+sP)x_s>0 .$$

```lean
/-- For positive definite `O`, positive semidefinite `P` and `s ≥ 0`, a nonzero heat-current
vector gives a positive conductivity. -/
theorem conductivity_pos (hO : O.PosDef) (hP : P.PosSemidef) {b : n → ℝ} (hb : b ≠ 0)
    {s : ℝ} (hs : 0 ≤ s) : 0 < conductivity O P b s := by
  have hx := boltzmann_equation hO hP b hs
  have hne : response O P b s ≠ 0 := by
    intro h
    rw [h, Matrix.mulVec_zero] at hx
    exact hb hx.symm
  have h := (scattering_posDef hO hP hs).dotProduct_mulVec_pos hne
  rw [hx, star_trivial, dotProduct_comm] at h
  exact h
```

For $b=0$ the conductivity is zero, so $k_b(s)\ge0$ for every $b$.

```lean
/-- For positive definite `O`, positive semidefinite `P` and `s ≥ 0`, the conductivity is
nonnegative. -/
theorem conductivity_nonneg (hO : O.PosDef) (hP : P.PosSemidef) (b : n → ℝ)
    {s : ℝ} (hs : 0 ≤ s) : 0 ≤ conductivity O P b s := by
  by_cases hb : b = 0
  · simp [hb, conductivity]
  · exact (conductivity_pos hO hP hb hs).le
```

## An exact expansion between two strengths

Take $s,t\ge0$ and write $T=O+tP$. Let $x=x_s$ and $y=x_t$ be the responses to $b$ at the two strengths, and let $z$ solve $Tz=Px$. Since $T=(O+sP)+(t-s)P$, the old response satisfies
$$Tx=b+(t-s)Px .$$
Symmetry of $T$ allows it to be moved across a scalar product, which gives three identities:
$$\begin{aligned}
y\cdot Tx=Ty\cdot x:&\quad k_b(t)+(t-s)\,y\cdot Px=k_b(s),\\
z\cdot Tx=Tz\cdot x:&\quad z\cdot b+(t-s)\,z\cdot Px=x\cdot Px,\\
y\cdot Tz=Ty\cdot z:&\quad y\cdot Px=b\cdot z .
\end{aligned}$$
The third turns $y\cdot Px$ in the first into $b\cdot z$, and the second evaluates $b\cdot z$. The result is
$$k_b(t)=k_b(s)-(t-s)\,x\cdot Px+(t-s)^2\,k_{Px}(t),$$
where $k_{Px}(t)=(Px)\cdot T^{-1}(Px)$. The remainder is thus $(t-s)^2$ times another conductivity, one with $Px$ as its source.

```lean
/-- Exact expansion of the conductivity between two strengths `s, t ≥ 0`, for positive definite
`O` and positive semidefinite `P`: the remainder beyond first order is `(t - s)²` times the
conductivity at `t` with `P x` in place of `b`, where `x` is the response at `s`. -/
theorem conductivity_expansion (hO : O.PosDef) (hP : P.PosSemidef) (b : n → ℝ)
    {s t : ℝ} (hs : 0 ≤ s) (ht : 0 ≤ t) :
    conductivity O P b t = conductivity O P b s
      - (t - s) * (response O P b s ⬝ᵥ (P *ᵥ response O P b s))
      + (t - s) ^ 2 * conductivity O P (P *ᵥ response O P b s) t := by
  have hx := boltzmann_equation hO hP b hs
  have hy := boltzmann_equation hO hP b ht
  have hz := boltzmann_equation hO hP (P *ᵥ response O P b s) ht
  unfold conductivity
  generalize response O P b s = x at hx hz ⊢
  generalize response O P b t = y at hy ⊢
  generalize response O P (P *ᵥ x) t = z at hz ⊢
  -- the collision matrix is symmetric
  have hT : (scattering O P t)ᵀ = scattering O P t := by
    rw [← Matrix.conjTranspose_eq_transpose_of_trivial]
    exact (scattering_posDef hO hP ht).isHermitian
  have symm : ∀ u v : n → ℝ,
      u ⬝ᵥ (scattering O P t *ᵥ v) = (scattering O P t *ᵥ u) ⬝ᵥ v := by
    intro u v
    rw [Matrix.dotProduct_mulVec, ← Matrix.mulVec_transpose, hT]
  -- the old response, inserted in the new Boltzmann equation
  have h : scattering O P t *ᵥ x = b + (t - s) • (P *ᵥ x) := by
    have hS : scattering O P t = scattering O P s + (t - s) • P := by
      unfold scattering
      module
    rw [hS, Matrix.add_mulVec, Matrix.smul_mulVec, hx]
  have e1 := symm y x
  rw [hy, h, dotProduct_add, dotProduct_smul, smul_eq_mul] at e1
  have e2 := symm z x
  rw [hz, h, dotProduct_add, dotProduct_smul, smul_eq_mul] at e2
  have e3 := symm y z
  rw [hy, hz, dotProduct_comm b z] at e3
  rw [dotProduct_comm b y, dotProduct_comm x (P *ᵥ x), dotProduct_comm (P *ᵥ x) z]
  linear_combination e1 - (t - s) * e3 - (t - s) * e2
```

In the code, `symm` is the symmetry of $T$, and `h` is the equation for $Tx$. The identities `e1`, `e2` and `e3` are the three lines above in the same order, and `linear_combination` carries out the elimination.

## Convexity and monotonic decrease

Let $m=as+ct$ with $a,c\ge0$ and $a+c=1$, and set $q=x_m\cdot Px_m$. Expanding from $m$ to any $r\ge0$ and dropping the nonnegative remainder gives the tangent inequality
$$k_b(r)\ge k_b(m)-(r-m)\,q .$$
Add $a$ times the case $r=s$ to $c$ times the case $r=t$. The slope terms cancel because $as+ct=m$, which leaves
$$a\,k_b(s)+c\,k_b(t)\ge k_b(m).$$
This is convexity.

For the decrease, let $0\le s\le t$ and expand backwards, from $t$ to $s$:
$$k_b(s)=k_b(t)+(t-s)\,x_t\cdot Px_t+(s-t)^2\,k_{Px_t}(s)\ge k_b(t).$$

```lean
/-- For positive definite `O` and positive semidefinite `P`, the conductivity is a convex and
nonincreasing function of the added scattering strength `s ≥ 0`. -/
theorem conductivity_convex_antitone (hO : O.PosDef) (hP : P.PosSemidef) (b : n → ℝ) :
    ConvexOn ℝ (Ici 0) (conductivity O P b) ∧ AntitoneOn (conductivity O P b) (Ici 0) := by
  refine ⟨⟨convex_Ici 0, ?_⟩, ?_⟩
  · intro s hs t ht a c ha hc hac
    rw [mem_Ici] at hs ht
    simp only [smul_eq_mul]
    have hm0 : 0 ≤ a * s + c * t := by positivity
    obtain ⟨m, hm⟩ : ∃ m, a * s + c * t = m := ⟨_, rfl⟩
    rw [hm] at hm0 ⊢
    -- the tangent at the intermediate strength lies below the curve
    have tangent : ∀ r : ℝ, 0 ≤ r → 0 ≤ conductivity O P b r - conductivity O P b m
        + (r - m) * (response O P b m ⬝ᵥ (P *ᵥ response O P b m)) := by
      intro r hr
      have e := conductivity_expansion hO hP b hm0 hr
      have hrem := mul_nonneg (sq_nonneg (r - m))
        (conductivity_nonneg hO hP (P *ᵥ response O P b m) hr)
      linarith
    have h1 := mul_nonneg ha (tangent s hs)
    have h2 := mul_nonneg hc (tangent t ht)
    generalize response O P b m ⬝ᵥ (P *ᵥ response O P b m) = q at h1 h2
    rw [← sub_nonneg]
    refine (add_nonneg h1 h2).trans_eq ?_
    linear_combination (-(conductivity O P b m) - m * q) * hac + q * hm
  · intro s hs t ht hst
    rw [mem_Ici] at hs ht
    -- expand backwards from the larger strength
    have e := conductivity_expansion hO hP b ht hs
    have hrem := mul_nonneg (sq_nonneg (s - t))
      (conductivity_nonneg hO hP (P *ᵥ response O P b t) hs)
    have hq := hP.dotProduct_mulVec_nonneg (response O P b t)
    rw [star_trivial] at hq
    have hlin := mul_nonneg (sub_nonneg.mpr hst) hq
    linarith
```

`ConvexOn ℝ (Ici 0)` and `AntitoneOn` state these two properties on the half-line $s\ge0$. "Nonincreasing" is meant literally: if $P=0$, the conductivity is constant.

## The linear estimate bounds the loss from above

Now start from zero added scattering, with $x=O^{-1}b$. The expansion from $0$ to $s$ reads
$$s\,x\cdot Px-\bigl[k_b(0)-k_b(s)\bigr]=s^2\,k_{Px}(s).$$
The bracket is the true loss and $s\,x\cdot Px$ is its linear estimate. The right-hand side is nonnegative. Being a conductivity, $k_{Px}$ also does not increase with $s$, so
$$0\le s\,x\cdot Px-\bigl[k_b(0)-k_b(s)\bigr]\le s^2\,(Px)\cdot O^{-1}(Px).$$

```lean
/-- For positive definite `O`, positive semidefinite `P`, `s ≥ 0` and `x = O⁻¹ b`, the linear
estimate `s x · P x` is never below the true conductivity loss, and exceeds it by at most
`s² (P x) · O⁻¹ (P x)`. -/
theorem linear_extrapolation (hO : O.PosDef) (hP : P.PosSemidef) (b : n → ℝ)
    {s : ℝ} (hs : 0 ≤ s) {x : n → ℝ} (hx : x = O⁻¹ *ᵥ b) :
    conductivity O P b 0 - conductivity O P b s ≤ s * (x ⬝ᵥ (P *ᵥ x)) ∧
    s * (x ⬝ᵥ (P *ᵥ x)) - (conductivity O P b 0 - conductivity O P b s)
      ≤ s ^ 2 * ((P *ᵥ x) ⬝ᵥ (O⁻¹ *ᵥ (P *ᵥ x))) := by
  have hr : response O P b 0 = x := by simp [response, scattering, hx]
  have e := conductivity_expansion hO hP b le_rfl hs
  rw [hr, sub_zero] at e
  have hrem := mul_nonneg (sq_nonneg s) (conductivity_nonneg hO hP (P *ᵥ x) hs)
  -- the factor multiplying `s ^ 2` is a conductivity, so added scattering never raises it
  have hmono := (conductivity_convex_antitone hO hP (P *ᵥ x)).2
    (mem_Ici.mpr le_rfl) (mem_Ici.mpr hs) hs
  have h0 : conductivity O P (P *ᵥ x) 0 = (P *ᵥ x) ⬝ᵥ (O⁻¹ *ᵥ (P *ᵥ x)) := by
    simp [conductivity, response, scattering]
  rw [h0] at hmono
  have hup := mul_le_mul_of_nonneg_left hmono (sq_nonneg s)
  constructor <;> linarith
```

The two parts of the conclusion are the two inequalities; `hrem` supplies the lower one and `hmono` the upper one. In a simulation described by this finite, linearised model with one strength parameter, a stored solution $x$ for $O$ gives a lower bound $k_b(0)-s\,x\cdot Px$ on the conductivity without a new solve. That bound can become negative at large $s$, where it says nothing useful.

## The right derivative at zero

With $C=(Px)\cdot O^{-1}(Px)$, the preceding bounds give
$$\bigl|k_b(s)-k_b(0)+s\,x\cdot Px\bigr|\le C s^2\qquad(s\ge0).$$
Dividing by $s>0$ and letting $s\to0$ shows that the right derivative is $-x\cdot Px$.

```lean
/-- For positive definite `O` and positive semidefinite `P`, the right derivative of the
conductivity at zero added scattering is `-x · P x`, with `x = O⁻¹ b`. -/
theorem conductivity_rightDeriv (hO : O.PosDef) (hP : P.PosSemidef) (b : n → ℝ)
    {x : n → ℝ} (hx : x = O⁻¹ *ᵥ b) :
    HasDerivWithinAt (conductivity O P b) (-(x ⬝ᵥ (P *ᵥ x))) (Ici 0) 0 := by
  rw [hasDerivWithinAt_iff_isLittleO]
  simp only [sub_zero, smul_eq_mul]
  -- the error of the linear law is of second order
  have hbig : (fun s : ℝ => conductivity O P b s - conductivity O P b 0
      - s * -(x ⬝ᵥ (P *ᵥ x))) =O[𝓝[Ici 0] 0] fun s : ℝ => s ^ 2 := by
    apply Asymptotics.IsBigO.of_bound ((P *ᵥ x) ⬝ᵥ (O⁻¹ *ᵥ (P *ᵥ x)))
    filter_upwards [self_mem_nhdsWithin] with s hs
    obtain ⟨h1, h2⟩ := linear_extrapolation hO hP b (mem_Ici.mp hs) hx
    rw [Real.norm_eq_abs, Real.norm_eq_abs, abs_of_nonneg (sq_nonneg s),
      abs_of_nonneg (by linarith)]
    linarith
  exact hbig.trans_isLittleO
    ((Asymptotics.isLittleO_pow_id (by norm_num)).mono nhdsWithin_le_nhds)
```

`HasDerivWithinAt` with the set `Ici 0` at the point `0` is the derivative from the right. The proof records the error as $O(s^2)$ in `hbig` and concludes that it is $o(s)$.

## When the linear estimate is exact

For $s>0$, the estimate equals the loss precisely when $s^2k_{Px}(s)=0$. A nonzero source gives a positive conductivity, so this requires $Px=0$. Conversely, $Px=0$ makes the remainder vanish.

```lean
/-- For positive definite `O`, positive semidefinite `P`, `s > 0` and `x = O⁻¹ b`, the linear
estimate of the conductivity loss is exact if and only if `P x = 0`. -/
theorem linear_extrapolation_exact_iff (hO : O.PosDef) (hP : P.PosSemidef) (b : n → ℝ)
    {s : ℝ} (hs : 0 < s) {x : n → ℝ} (hx : x = O⁻¹ *ᵥ b) :
    conductivity O P b 0 - conductivity O P b s = s * (x ⬝ᵥ (P *ᵥ x)) ↔ P *ᵥ x = 0 := by
  have hr : response O P b 0 = x := by simp [response, scattering, hx]
  have e := conductivity_expansion hO hP b le_rfl hs.le
  rw [hr, sub_zero] at e
  constructor
  · intro h
    by_contra hne
    have hpos := mul_pos (pow_pos hs 2) (conductivity_pos hO hP hne hs.le)
    linarith
  · intro h
    have h0 : conductivity O P (0 : n → ℝ) s = 0 := by simp [conductivity]
    rw [h, h0] at e
    rw [h]
    linarith

end

end PhononAddedScattering
```

If $Px=0$, the estimate is zero and so is the loss. The linear estimate is therefore exact at positive strength only when the added scattering does not change the conductivity at all. At $s=0$ both sides of the equality vanish whatever $Px$ is, which is why the theorem takes $s>0$.

```lean
#print axioms PhononAddedScattering.linear_extrapolation
#print axioms PhononAddedScattering.conductivity_rightDeriv
#print axioms PhononAddedScattering.linear_extrapolation_exact_iff
```

```
'PhononAddedScattering.linear_extrapolation' depends on axioms: [propext, Classical.choice, Quot.sound]
'PhononAddedScattering.conductivity_rightDeriv' depends on axioms: [propext, Classical.choice, Quot.sound]
'PhononAddedScattering.linear_extrapolation_exact_iff' depends on axioms: [propext, Classical.choice, Quot.sound]
```

## One mode, and two coupled modes in numbers

For a single mode with $O=\omega>0$, $P=p\ge0$ and a number $b$, the conductivity is $k_b(s)=b^2/(\omega+sp)$. Here $\omega$ and $sp$ act as scattering rates that add. The excess of the linear estimate over the loss is
$$\frac{s\,p\,b^2}{\omega^2}-\left[\frac{b^2}{\omega}-\frac{b^2}{\omega+sp}\right]=\frac{s^2p^2b^2}{\omega^2(\omega+sp)}\le\frac{s^2p^2b^2}{\omega^3}.$$

For two coupled modes, take
$$O=\begin{pmatrix}2&1\\1&2\end{pmatrix},\qquad P=\begin{pmatrix}1&0\\0&0\end{pmatrix},\qquad b=\begin{pmatrix}3\\3\end{pmatrix},\qquad s=1 .$$
Then $x=(1,1)$, $Px=(1,0)$ and $k_b(0)=6$. The inverse of the new collision matrix is
$$(O+P)^{-1}=\frac15\begin{pmatrix}2&-1\\-1&3\end{pmatrix},$$
so $k_b(1)=27/5$ and the true loss is $3/5$. The linear estimate is $x\cdot Px=1$. It exceeds the loss by $2/5$, which is within the bound $(Px)\cdot O^{-1}(Px)=2/3$.
